# A finite sum of nucleus-centred Gaussians cannot match a decaying Slater function on any interval from the nucleus outwards

The declaration `contraction_ne_slater_near_nucleus` compares a finite sum of s-type Gaussians, ∑ cᵢ exp(−aᵢr²), with a Slater function A exp(−ζr), where r is the distance from the nucleus. It states that if A and ζ are nonzero and δ > 0, the two cannot be equal at every r with 0 ≤ r < δ. The coefficients and exponents are arbitrary real numbers, and neither function is assumed to be normalised. The attempt supposes that they are equal and compares their slopes at the nucleus, taken from r ≥ 0: the Gaussian sum has slope 0 and the Slater function has slope −ζA. Since the derivative at 0 within the interval is unique, this would give 0 = −ζA, which is impossible.

In Lean, a first try:

```lean
import Mathlib

open Filter Topology

namespace GaussianCuspAndTail

noncomputable section

variable {ι : Type*}

/-- A finite contraction of s-type Gaussians with coefficients `c i` and exponents `a i`,
as a function of the distance `r` from the nucleus. -/
def contraction (s : Finset ι) (c a : ι → ℝ) (r : ℝ) : ℝ :=
  ∑ i ∈ s, c i * Real.exp (-a i * r ^ 2)

/-- A Slater function with amplitude `A` and exponent `ζ`. -/
def slater (A ζ r : ℝ) : ℝ := A * Real.exp (-ζ * r)

/-- The nuclear cusp condition for charge `Z`: the slope of the radial function at the nucleus,
taken from `r ≥ 0`, is `-Z` times its value there. -/
def CuspCondition (Z : ℝ) (f : ℝ → ℝ) : Prop :=
  HasDerivWithinAt f (-Z * f 0) (Set.Ici 0) 0

/-- The radial derivative of a Gaussian contraction, term by term. -/
theorem contraction_hasDerivAt (s : Finset ι) (c a : ι → ℝ) (r : ℝ) :
    HasDerivAt (contraction s c a)
      (∑ i ∈ s, c i * (-(2 * a i * r) * Real.exp (-a i * r ^ 2))) r := by
  show HasDerivAt (fun x : ℝ => ∑ i ∈ s, c i * Real.exp (-a i * x ^ 2)) _ r
  refine HasDerivAt.fun_sum fun i _ => ?_
  have h : HasDerivAt (fun x : ℝ => -a i * x ^ 2) (-a i * (2 * r)) r := by
    simpa using (hasDerivAt_pow 2 r).const_mul (-a i)
  exact (h.exp.const_mul (c i)).congr_deriv (by ring)

/-- Every Gaussian contraction has zero slope at the nucleus. -/
theorem contraction_flat_at_nucleus (s : Finset ι) (c a : ι → ℝ) :
    HasDerivAt (contraction s c a) 0 0 :=
  (contraction_hasDerivAt s c a 0).congr_deriv (by simp)

/-- A Slater function with exponent `ζ` satisfies the cusp condition for nuclear charge `ζ`. -/
theorem slater_cusp (A ζ : ℝ) : CuspCondition ζ (slater A ζ) := by
  have h : HasDerivAt (fun x : ℝ => -ζ * x) (-ζ) 0 :=
    ((hasDerivAt_id (0 : ℝ)).const_mul (-ζ)).congr_deriv (mul_one _)
  have h2 : HasDerivAt (slater A ζ) (-ζ * slater A ζ 0) 0 :=
    (h.exp.const_mul A).congr_deriv (by simp only [slater]; ring)
  exact h2.hasDerivWithinAt

/-- No Gaussian contraction coincides with a nonzero Slater function of nonzero exponent on an
interval `0 ≤ r < δ` around the nucleus, however short. -/
theorem contraction_ne_slater_near_nucleus (s : Finset ι) (c a : ι → ℝ) {A ζ δ : ℝ}
    (hA : A ≠ 0) (hζ : ζ ≠ 0) (hδ : 0 < δ) :
    ¬ ∀ r ∈ Set.Ico 0 δ, contraction s c a r = slater A ζ r := by
  intro heq
  have h2 : HasDerivWithinAt (slater A ζ) (-ζ * slater A ζ 0) (Set.Ici 0) 0 := slater_cusp A ζ
  have h3 := (h2.mono (Set.Ico_subset_Ici_self (b := δ))).congr heq (heq 0 ⟨le_rfl, hδ⟩)
  -- equal functions would have equal slopes at the nucleus
  have e : (0 : ℝ) = -ζ * slater A ζ 0 :=
    UniqueDiffWithinAt.eq_deriv _ (uniqueDiffOn_Ico 0 δ 0 ⟨le_rfl, hδ⟩)
      (contraction_flat_at_nucleus s c a).hasDerivWithinAt h3
  have hs : slater A ζ 0 = A := by simp [slater]
  rw [hs] at e
  exact mul_ne_zero (neg_ne_zero.mpr hζ) hA e.symm

end

end GaussianCuspAndTail
```

The error:

```
Main.lean:54:22: error: Application type mismatch: The argument
  Set.Ico_subset_Ici_self
has type
  Set.Ico δ ?m.61 ⊆ Set.Ici δ
but is expected to have type
  Set.Ico 0 δ ⊆ Set.Ici 0
in the application
  HasDerivWithinAt.mono h2 Set.Ico_subset_Ici_self
```

Diagnosis. The step `h3` has to restrict the Slater function's derivative from `Set.Ici 0`, the half-line r ≥ 0, to `Set.Ico 0 δ`, the interval 0 ≤ r < δ. For this, `HasDerivWithinAt.mono` needs a proof that the interval is contained in the half-line.

`Set.Ico_subset_Ici_self` is the right kind of lemma, but the named argument `(b := δ)` fills the wrong place. The attempt uses `b` as if it were the right endpoint, while in this lemma it is the left one. The message shows the result: the term proves `Set.Ico δ ?m.61 ⊆ Set.Ici δ`, with the right endpoint still undetermined, where `Set.Ico 0 δ ⊆ Set.Ici 0` is expected.

The repair states the needed inclusion explicitly as `hsub` and proves it directly. A proof `hx` that `x` lies in `Set.Ico 0 δ` consists of `0 ≤ x` and `x < δ`, and its first part, `hx.1`, is exactly what membership in `Set.Ici 0` requires. `h3` then passes `hsub` to `mono` and is otherwise unchanged.

After these edits no error is left:

```diff
@@ -52,5 +52,6 @@
   intro heq
   have h2 : HasDerivWithinAt (slater A ζ) (-ζ * slater A ζ 0) (Set.Ici 0) 0 := slater_cusp A ζ
-  have h3 := (h2.mono (Set.Ico_subset_Ici_self (b := δ))).congr heq (heq 0 ⟨le_rfl, hδ⟩)
+  have hsub : Set.Ico 0 δ ⊆ Set.Ici 0 := fun x hx => hx.1
+  have h3 := (h2.mono hsub).congr heq (heq 0 ⟨le_rfl, hδ⟩)
   -- equal functions would have equal slopes at the nucleus
   have e : (0 : ℝ) = -ζ * slater A ζ 0 :=
```
